# The cyclic shift on n sites has 0 as its only Ritz value on the first m sites, 1 ≤ m < n

A Ritz value is taken here to be an eigenvalue of the compressed operator on the retained subspace, with its eigenvector in that subspace. The alternative, an eigenvalue of PSP on all of ℂⁿ, would make 0 appear for a trivial reason: PSP annihilates every vector that P discards. With the narrower definition, finding the value 0 says something about the shift itself.

Number the sites of a ring 0, …, n−1 and let eⱼ be the state localised on site j. The cyclic shift S and the projector P act on amplitudes by

(Sψ)(i) = ψ(i−1), with i−1 read as n−1 when i = 0,

(Pψ)(i) = ψ(i) for i < m, and 0 otherwise.

A number θ is a Ritz value if PSv = θv for some v ≠ 0 with Pv = v. For 1 ≤ m < n the claim is that (PSP)^m = 0 and Sⁿ = 1, that 0 is the one and only Ritz value, and that every eigenvalue of S has modulus 1.

## Cutting the ring empties it site by site

Since Seⱼ = eⱼ₊₁ for j+1 < n, the vectors e₀, Se₀, …, S^(m−1)e₀ are e₀, …, e₍ₘ₋₁₎. Their span, the Krylov space of e₀, is the range of P, and P is the orthogonal projector onto it in the standard inner product of ℂⁿ. The Ritz values are therefore those of Arnoldi's method after m steps from e₀.

Applying S k times reads the amplitude k sites back around the ring. For k = n this is the starting site, so Sⁿ = 1. If Sv = μv with v ≠ 0, then v = Sⁿv = μⁿv, hence μⁿ = 1 and |μ| = 1. Conversely, if μⁿ = 1, take the plane wave v(i) = μ^(n−i)/√n. For i ≥ 1,

(Sv)(i) = μ^(n−i+1)/√n = μ v(i),

and at i = 0 both sides equal μ/√n, because μⁿ = 1.

Now write T = PSP. The amplitude arriving at site 0 would come from site n−1, which P has emptied because m ≤ n−1. Thus

(Tψ)(i) = ψ(i−1) for 1 ≤ i < m, and 0 otherwise.

By induction, T^kψ vanishes on all sites i < k. There is nothing to show for k = 0. In the next step, site 0 receives nothing, and a site i with 1 ≤ i < k+1 receives either 0 or the amplitude of site i−1 < k, which is already zero. After m steps the first m sites are empty, and the outer P empties the rest, so T^m = 0.

If v = Pv ≠ 0 and PSv = θv, then Tv = θv and 0 = T^m v = θ^m v, so θ = 0. This value occurs: Se₍ₘ₋₁₎ = eₘ, and Peₘ = 0.

This finite, single-particle example shows that Ritz values of a unitary one-step propagator can lie far from the unit circle that carries its spectrum. It does not describe Krylov time evolution in which a Hermitian Hamiltonian is compressed instead: the compressed Hamiltonian is then Hermitian, its Ritz values θ are real, and the propagator built from it for a real time t has eigenvalues e^(−iθt/ħ) on the unit circle.

The same argument applies by hand when each link carries a phase, (Sψ)(i) = cᵢψ(i−1) with |cᵢ| = 1. The sites empty in the same order, so 0 is again the only Ritz value, while Sⁿ = c₀c₁⋯cₙ₋₁ · 1 keeps every eigenvalue on the unit circle.

## The ring, the shift and the projector in Lean

```lean
import Mathlib

namespace ArnoldiCyclicShift

noncomputable section
```

States are functions `Fin n → ℂ`, and operators are linear maps of type `Module.End ℂ (Fin n → ℂ)`, whose product is composition. The preceding site is computed by adding n−1 modulo n, which avoids subtraction below zero.

```lean
/-- The site before `i` on a ring of `n` sites. -/
def prev {n : ℕ} (i : Fin n) : Fin n :=
  ⟨(i.val + (n - 1)) % n, Nat.mod_lt _ (Nat.lt_of_le_of_lt (Nat.zero_le _) i.isLt)⟩

/-- The cyclic shift `S`, which moves every amplitude one site forward on the ring. -/
def shift (n : ℕ) : Module.End ℂ (Fin n → ℂ) where
  toFun v := fun i => v (prev i)
  map_add' _ _ := rfl
  map_smul' _ _ := rfl

/-- The projector `P` onto the first `m` basis vectors. -/
def projector (n m : ℕ) : Module.End ℂ (Fin n → ℂ) where
  toFun v := fun i => if i.val < m then v i else 0
  map_add' v w := by
    funext i
    by_cases h : i.val < m <;> simp [h]
  map_smul' c v := by
    funext i
    by_cases h : i.val < m <;> simp [h]
```

The basis vectors take a natural number as label, counted from zero.

```lean
/-- For `j < n`, the basis vector localised on site `j`, with sites counted from zero; for `j ≥ n`,
the zero vector. -/
def basisVec (n j : ℕ) : Fin n → ℂ := fun i => if i.val = j then 1 else 0
```

In the definition of a Ritz value, `P v = v` places the vector in the retained subspace.

```lean
/-- `θ` is a Ritz value of `A` on the range of the projector `P`: some nonzero `v` in that
range satisfies `P A v = θ v`. -/
def IsRitzValue {n : ℕ} (A P : Module.End ℂ (Fin n → ℂ)) (θ : ℂ) : Prop :=
  ∃ v : Fin n → ℂ, v ≠ 0 ∧ P v = v ∧ P (A v) = θ • v
```

## The Krylov space of e₀

The first lemma turns the modular formula for `prev` into the two cases used by hand. The second is Seⱼ = eⱼ₊₁ away from the last site.

```lean
/-- The site before site 0 is the last one; the site before any other `i` is `i - 1`. -/
theorem prev_val {n : ℕ} (i : Fin n) :
    (prev i).val = if i.val = 0 then n - 1 else i.val - 1 := by
  have hi := i.isLt
  change (i.val + (n - 1)) % n = _
  split_ifs with h
  · rw [h, Nat.zero_add]
    exact Nat.mod_eq_of_lt (by omega)
  · rw [show i.val + (n - 1) = (i.val - 1) + n by omega, Nat.add_mod_right]
    exact Nat.mod_eq_of_lt (by omega)

/-- The shift carries each basis vector except the last to the next one. -/
theorem shift_basisVec {n j : ℕ} (h : j + 1 < n) :
    shift n (basisVec n j) = basisVec n (j + 1) := by
  funext i
  change (if (prev i).val = j then (1 : ℂ) else 0) = if i.val = j + 1 then 1 else 0
  have hp := prev_val i
  have key : (prev i).val = j ↔ i.val = j + 1 := by
    split_ifs at hp <;> omega
  simp only [key]
```

The next theorem identifies the Krylov space with the range of P. One inclusion uses S^k e₀ = eₖ; the other expands a projected vector in the basis. Arnoldi's orthogonalisation procedure is not modelled, only the subspace it produces.

```lean
/-- The Krylov space spanned by `e₀, S e₀, …, S^(m-1) e₀` is the range of the projector onto
the first `m` basis vectors. -/
theorem krylov_eq_range {n m : ℕ} (hm : m ≤ n) :
    Submodule.span ℂ {x | ∃ k < m, x = (shift n ^ k) (basisVec n 0)} =
      LinearMap.range (projector n m) := by
  -- the Krylov vectors are the basis vectors themselves
  have kry : ∀ k, k < n → (shift n ^ k) (basisVec n 0) = basisVec n k := by
    intro k
    induction k with
    | zero => intro _; simp
    | succ k ih =>
      intro hk
      rw [pow_succ', Module.End.mul_apply, ih (by omega), shift_basisVec hk]
  apply le_antisymm
  · rw [Submodule.span_le]
    rintro x ⟨k, hk, rfl⟩
    rw [kry k (by omega)]
    refine ⟨basisVec n k, ?_⟩
    funext i
    change (if i.val < m then (if i.val = k then (1 : ℂ) else 0) else 0) =
      if i.val = k then 1 else 0
    split_ifs <;> first | rfl | omega
  · rintro _ ⟨v, rfl⟩
    have expand : projector n m v =
        ∑ i : Fin n, (if i.val < m then v i else 0) • basisVec n i.val := by
      funext j
      rw [Finset.sum_apply, Finset.sum_eq_single j]
      · simp [projector, basisVec]
      · intro i _ hij
        have hne : j.val ≠ i.val := fun h => hij (Fin.ext h.symm)
        simp [basisVec, hne]
      · intro h
        exact absurd (Finset.mem_univ j) h
    rw [expand]
    refine Submodule.sum_mem _ fun i _ => ?_
    by_cases hi : i.val < m
    · exact Submodule.smul_mem _ _
        (Submodule.subset_span ⟨i.val, hi, (kry i.val i.isLt).symm⟩)
    · rw [if_neg hi, zero_smul]
      exact Submodule.zero_mem _
```

## The spectrum of the full shift

The internal claim `key` gives the site read after k shifts as i + k(n−1) modulo n. At k = n the added term is a multiple of n.

```lean
/-- After `n` shifts every state on the ring of `n` sites returns to itself. -/
theorem shift_pow_card (n : ℕ) : shift n ^ n = 1 := by
  have key : ∀ (k : ℕ) (v : Fin n → ℂ) (i : Fin n), (shift n ^ k) v i =
      v ⟨(i.val + k * (n - 1)) % n,
        Nat.mod_lt _ (Nat.lt_of_le_of_lt (Nat.zero_le _) i.isLt)⟩ := by
    intro k
    induction k with
    | zero =>
      intro v i
      rw [pow_zero, Module.End.one_apply]
      congr 1
      apply Fin.ext
      simp [Nat.mod_eq_of_lt i.isLt]
    | succ k ih =>
      intro v i
      rw [pow_succ, Module.End.mul_apply, ih]
      change v (prev _) = _
      congr 1
      apply Fin.ext
      change ((i.val + k * (n - 1)) % n + (n - 1)) % n = (i.val + (k + 1) * (n - 1)) % n
      rw [Nat.mod_add_mod, add_mul, one_mul, add_assoc]
  apply LinearMap.ext
  intro v
  funext i
  rw [key, Module.End.one_apply]
  congr 1
  apply Fin.ext
  change (i.val + n * (n - 1)) % n = i.val
  rw [Nat.add_mul_mod_self_left, Nat.mod_eq_of_lt i.isLt]
```

Both the eigenvalue and the Ritz value arguments need powers of an operator acting on an eigenvector.

```lean
/-- If `T v = θ v`, then `T^k v = θ^k v`. -/
theorem pow_apply_of_eigen {n : ℕ} {T : Module.End ℂ (Fin n → ℂ)} {v : Fin n → ℂ} {θ : ℂ}
    (h : T v = θ • v) (k : ℕ) : (T ^ k) v = θ ^ k • v := by
  induction k with
  | zero => simp
  | succ k ih =>
    rw [pow_succ' T k, Module.End.mul_apply, ih, map_smul, h, smul_smul, pow_succ θ k]
```

The eigenvalue theorem follows the two directions above. Its plane wave omits the factor 1/√n, and its component at site 0 is μⁿ = 1, so it is nonzero.

```lean
/-- The eigenvalues of the cyclic shift are exactly the `n`-th roots of unity. -/
theorem shift_eigenvalue_iff {n : ℕ} (hn : 0 < n) (μ : ℂ) :
    (shift n).HasEigenvalue μ ↔ μ ^ n = 1 := by
  constructor
  · intro h
    obtain ⟨v, hv⟩ := h.exists_hasEigenvector
    have h1 := pow_apply_of_eigen hv.apply_eq_smul n
    rw [shift_pow_card, Module.End.one_apply] at h1
    have h2 : (μ ^ n - 1) • v = 0 := by rw [sub_smul, one_smul, ← h1, sub_self]
    exact sub_eq_zero.mp ((smul_eq_zero.mp h2).resolve_right hv.2)
  · intro hμ
    -- the eigenvector is a plane wave on the ring
    have hw : shift n (fun i => μ ^ (n - i.val)) = μ • (fun i : Fin n => μ ^ (n - i.val)) := by
      funext i
      change μ ^ (n - (prev i).val) = μ * μ ^ (n - i.val)
      have hi := i.isLt
      have hp := prev_val i
      split_ifs at hp with h0
      · rw [hp, h0, show n - (n - 1) = 1 by omega, Nat.sub_zero, hμ, pow_one, mul_one]
      · rw [hp, ← pow_succ']
        congr 1
        omega
    refine Module.End.hasEigenvalue_of_hasEigenvector
      (x := fun i : Fin n => μ ^ (n - i.val)) ⟨Module.End.mem_eigenspace_iff.mpr hw, ?_⟩
    intro h
    have h0 : μ ^ (n - 0) = 0 := congrFun h ⟨0, hn⟩
    rw [Nat.sub_zero, hμ] at h0
    exact one_ne_zero h0
```

## Nilpotency of the compression

The proof turns on the tactic `change`, which replaces a goal by another that is equal to it by unfolding definitions. First `pow_succ'` writes T^(k+1) as T · T^k, with the newest step outermost. Then `change` displays that step as two nested conditions: is site i retained, and is its predecessor retained? Both operators were defined by explicit formulas on amplitudes, so no matrix has to be multiplied out. If both answers are yes, `prev_val` and the arithmetic tactic `omega` exclude i = 0, using m < n, and place the predecessor below k, where the induction hypothesis applies. Otherwise the amplitude is zero at once.

```lean
/-- The shift compressed to the first `m` sites, `1 ≤ m < n`, vanishes after `m` steps. -/
theorem compression_pow {n m : ℕ} (hm : 1 ≤ m) (hmn : m < n) :
    (projector n m * shift n * projector n m) ^ m = 0 := by
  -- after k steps the first k sites are empty
  have key : ∀ (k : ℕ) (v : Fin n → ℂ) (i : Fin n), i.val < k →
      ((projector n m * shift n * projector n m) ^ k) v i = 0 := by
    intro k
    induction k with
    | zero => intro v i hi; omega
    | succ k ih =>
      intro v i hi
      rw [pow_succ', Module.End.mul_apply]
      change (if i.val < m then (if (prev i).val < m then
        ((projector n m * shift n * projector n m) ^ k) v (prev i) else 0) else 0) = (0 : ℂ)
      have hp := prev_val i
      split_ifs with h1 h2
      · apply ih
        split_ifs at hp <;> omega
      · rfl
      · rfl
  apply LinearMap.ext
  intro v
  funext i
  by_cases hi : i.val < m
  · exact key m v i hi
  · -- the outer projector empties the remaining sites
    obtain ⟨k, rfl⟩ : ∃ k, m = k + 1 := ⟨m - 1, by omega⟩
    rw [pow_succ', Module.End.mul_apply]
    change (if i.val < k + 1 then _ else (0 : ℂ)) = 0
    exact if_neg hi
```

## The Ritz values before and at step n

The main theorem joins four statements under the hypotheses 1 ≤ m and m < n. The third is an equivalence, so it says both that 0 occurs and that nothing else does. Its forward direction applies T^m = 0 to a Ritz vector; its reverse direction supplies e₍ₘ₋₁₎. The last part takes norms in μⁿ = 1.

```lean
/-- For `1 ≤ m < n` the compressed shift satisfies `(PSP)^m = 0` while `S^n = 1`; zero is the
one and only Ritz value, although every eigenvalue of `S` has modulus 1. -/
theorem arnoldi_counterexample {n m : ℕ} (hm : 1 ≤ m) (hmn : m < n) :
    (projector n m * shift n * projector n m) ^ m = 0 ∧ shift n ^ n = 1 ∧
      (∀ θ : ℂ, IsRitzValue (shift n) (projector n m) θ ↔ θ = 0) ∧
      (∀ μ : ℂ, (shift n).HasEigenvalue μ → ‖μ‖ = 1) := by
  refine ⟨compression_pow hm hmn, shift_pow_card n, fun θ => ⟨?_, ?_⟩, ?_⟩
  · -- nilpotency forces θ ^ m = 0
    rintro ⟨v, hv, hPv, h⟩
    have hT : (projector n m * shift n * projector n m) v = θ • v := by
      rw [Module.End.mul_apply, Module.End.mul_apply, hPv, h]
    have h1 := pow_apply_of_eigen hT m
    rw [compression_pow hm hmn, LinearMap.zero_apply] at h1
    exact eq_zero_of_pow_eq_zero ((smul_eq_zero.mp h1.symm).resolve_right hv)
  · -- the last retained basis vector is shifted out of the subspace
    rintro rfl
    refine ⟨basisVec n (m - 1), ?_, ?_, ?_⟩
    · intro h
      have h0 := congrFun h ⟨m - 1, by omega⟩
      simp [basisVec] at h0
    · funext i
      change (if i.val < m then (if i.val = m - 1 then (1 : ℂ) else 0) else 0) =
        if i.val = m - 1 then 1 else 0
      split_ifs <;> first | rfl | omega
    · rw [shift_basisVec (by omega), zero_smul]
      funext i
      change (if i.val < m then (if i.val = m - 1 + 1 then (1 : ℂ) else 0) else 0) = 0
      split_ifs <;> first | rfl | omega
  · intro μ h
    have h1 := (shift_eigenvalue_iff (by omega) μ).mp h
    have h2 : ‖μ‖ ^ n = 1 := by rw [← norm_pow, h1, norm_one]
    exact (pow_eq_one_iff_of_nonneg (norm_nonneg μ) (by omega)).mp h2
```

At m = n the projector is the identity and the link from the last site to the first is restored. The Ritz values are then the eigenvalues of S, that is, all n-th roots of unity.

```lean
/-- With all `n` basis vectors retained, the Ritz values are exactly the `n`-th roots of
unity. -/
theorem ritz_full_space {n : ℕ} (hn : 0 < n) (θ : ℂ) :
    IsRitzValue (shift n) (projector n n) θ ↔ θ ^ n = 1 := by
  have hP : ∀ v : Fin n → ℂ, projector n n v = v := by
    intro v
    funext i
    exact if_pos i.isLt
  rw [← shift_eigenvalue_iff hn]
  constructor
  · rintro ⟨v, hv, _, h⟩
    rw [hP] at h
    exact Module.End.hasEigenvalue_of_hasEigenvector (x := v)
      ⟨Module.End.mem_eigenspace_iff.mpr h, hv⟩
  · intro h
    obtain ⟨v, hv⟩ := h.exists_hasEigenvector
    exact ⟨v, hv.2, hP v, by rw [hP]; exact hv.apply_eq_smul⟩

end

end ArnoldiCyclicShift
```

```lean
#print axioms ArnoldiCyclicShift.krylov_eq_range
#print axioms ArnoldiCyclicShift.arnoldi_counterexample
#print axioms ArnoldiCyclicShift.ritz_full_space
```

```
'ArnoldiCyclicShift.krylov_eq_range' depends on axioms: [propext, Classical.choice, Quot.sound]
'ArnoldiCyclicShift.arnoldi_counterexample' depends on axioms: [propext, Classical.choice, Quot.sound]
'ArnoldiCyclicShift.ritz_full_space' depends on axioms: [propext, Classical.choice, Quot.sound]
```
